# A nonvanishing overlap splits a Schrödinger solution into a secular factor and a regular part

Suppose a perturbation does nothing but shift an energy by a real amount Δ. The exact state acquires the factor exp(−iΔt), of modulus one. Expanded to first order in Δ, the factor becomes 1 − iΔt, whose modulus √(1 + Δ²t²) grows without bound. Such growing terms are called secular, and they spoil a truncated expansion once Δt is no longer small, even though nothing physical is growing.

A common factor of this kind can be removed by dividing the wavefunction by its overlap with a fixed reference vector before any expansion is made. Growing terms that come from differences between energy shifts can remain. The division is exact and needs no small parameter. It applies as long as the overlap never vanishes.

## The Schrödinger equation and the quotient

Let E be a complex inner-product space of any dimension, not necessarily complete. The inner product ⟨φ,ψ⟩ is conjugate-linear in φ and linear in ψ, and ħ = 1.

In Lean 4 with Mathlib:

```lean
import Mathlib

open Complex (I)

namespace SecularSeparation

noncomputable section

variable {E : Type*} [NormedAddCommGroup E] [InnerProductSpace ℂ E]
```

The state ψ(t) obeys

i ψ′(t) = H(t) ψ(t), that is, ψ′(t) = −i H(t) ψ(t).

The second form is the one used in the code, with `HasDerivAt` stating that the derivative exists in the norm of E and has this value at every real t. Each `H t` is a complex-linear map on all of E. It need not be Hermitian, and no regularity in t is imposed. Unbounded operators defined only on a smaller domain are not covered. A mean-field Hamiltonian that depends on the state fits this form along a given solution, with H(t) the linear map built from the state at time t.

```lean
/-- The time-dependent Schrödinger equation `i ψ' = H(t) ψ`, solved for the derivative. -/
def SolvesSchrodinger (H : ℝ → E →ₗ[ℂ] E) (ψ : ℝ → E) : Prop :=
  ∀ t, HasDerivAt ψ ((-I) • H t (ψ t)) t
```

For a fixed reference vector φ, the overlap is

a(t) = ⟨φ, ψ(t)⟩.

```lean
/-- The overlap `a(t) = ⟨φ, ψ(t)⟩` with a fixed reference vector. -/
def overlap (φ : E) (ψ : ℝ → E) (t : ℝ) : ℂ := inner ℂ φ (ψ t)
```

The regular part is the quotient

χ(t) = ψ(t) / a(t).

"Regular" is only a name here: it does not promise that χ is bounded, or that an expansion of χ is free of growing terms.

```lean
/-- The regular part `χ = ψ / ⟨φ, ψ⟩`, meant for times at which the overlap is nonzero. -/
def regularPart (φ : E) (ψ : ℝ → E) (t : ℝ) : E := (overlap φ ψ t)⁻¹ • ψ t
```

The secular energy is the number

ε(t) = ⟨φ, H(t) χ(t)⟩.

It is complex in general, even for Hermitian H, because φ and χ are different vectors.

```lean
/-- The secular energy `ε(t) = ⟨φ, H(t) χ(t)⟩`. -/
def secularEnergy (H : ℝ → E →ₗ[ℂ] E) (φ : E) (χ : ℝ → E) (t : ℝ) : ℂ :=
  inner ℂ φ (H t (χ t))
```

The equation to be derived for χ is

i χ′ = Hχ − εχ.

It is nonlinear, since ε itself contains χ.

```lean
/-- The regular equation `i χ' = H χ - ⟨φ, H χ⟩ χ`, solved for the derivative. -/
def SolvesRegular (H : ℝ → E →ₗ[ℂ] E) (φ : E) (χ : ℝ → E) : Prop :=
  ∀ t, HasDerivAt χ ((-I) • (H t (χ t) - secularEnergy H φ χ t • χ t)) t
```

## Differentiating the overlap and the quotient

Because φ does not move, only the second slot of the inner product contributes to the derivative:

d/dt ⟨φ, f(t)⟩ = ⟨φ, f′(t)⟩.

```lean
/-- The overlap of a moving vector with a fixed one changes at the rate given by the
overlap with the velocity. -/
theorem hasDerivAt_overlap (φ : E) {f : ℝ → E} {f' : E} {t : ℝ} (h : HasDerivAt f f' t) :
    HasDerivAt (overlap φ f) (inner ℂ φ f') t := by
  have h1 := (hasDerivAt_const t φ).inner ℂ h
  rw [inner_zero_left, add_zero] at h1
  exact h1
```

Apply this to ψ. Linearity of H gives Hψ = a Hχ, so

a′ = −i ⟨φ, Hψ⟩ = −i ε a.

The reciprocal therefore changes with the opposite sign,

(1/a)′ = −a′/a² = i ε/a,

and the product rule yields

χ′ = (1/a)′ ψ + (1/a) ψ′ = i εχ − i Hχ.

Multiplying by i gives the regular equation. Linearity in the second slot also gives ⟨φ,χ⟩ = a/a = 1.

The theorem states these three conclusions together: unit overlap, the equation for χ and the equation for a. In its proof, `hov` is the derivative of a, `hinv` is that of 1/a, and `module` collects the vector terms left by the product rule.

```lean
/-- Separation of the secular factor: if `ψ` solves the Schrödinger equation and its overlap `a`
with `φ` never vanishes, the regular part `χ` has unit overlap with `φ` and obeys the regular
equation, while `i a' = ⟨φ, H χ⟩ a`. -/
theorem secular_separation {H : ℝ → E →ₗ[ℂ] E} {φ : E} {ψ : ℝ → E}
    (hψ : SolvesSchrodinger H ψ) (ha : ∀ t, overlap φ ψ t ≠ 0) :
    (∀ t, inner ℂ φ (regularPart φ ψ t) = 1) ∧
    SolvesRegular H φ (regularPart φ ψ) ∧
    ∀ t, HasDerivAt (overlap φ ψ)
      (-I * (secularEnergy H φ (regularPart φ ψ) t * overlap φ ψ t)) t := by
  have hov : ∀ t, HasDerivAt (overlap φ ψ)
      (-I * (secularEnergy H φ (regularPart φ ψ) t * overlap φ ψ t)) t := by
    intro t
    refine (hasDerivAt_overlap φ (hψ t)).congr_deriv ?_
    simp only [secularEnergy, regularPart, map_smul, inner_smul_right]
    linear_combination I * inner ℂ φ (H t (ψ t)) * inv_mul_cancel₀ (ha t)
  refine ⟨fun t => ?_, fun t => ?_, hov⟩
  · rw [regularPart, inner_smul_right]
    exact inv_mul_cancel₀ (ha t)
  · -- the reciprocal overlap changes at the opposite relative rate
    have hinv : HasDerivAt (fun s => (overlap φ ψ s)⁻¹)
        (I * secularEnergy H φ (regularPart φ ψ) t * (overlap φ ψ t)⁻¹) t := by
      have h := (hasDerivAt_const t (1 : ℂ)).fun_div (hov t) (ha t)
      simp only [one_div] at h
      refine h.congr_deriv ?_
      have hne := ha t
      simp only [zero_mul, one_mul, zero_sub, neg_mul, neg_neg]
      field_simp
    have h : HasDerivAt (regularPart φ ψ) _ t := hinv.smul (hψ t)
    refine h.congr_deriv ?_
    have hχ : regularPart φ ψ t = (overlap φ ψ t)⁻¹ • ψ t := rfl
    rw [hχ, map_smul]
    module
```

The energy shift from the beginning now has its place. Replacing H by H + Δ adds Δ to ε, because ⟨φ,χ⟩ = 1, and leaves χ unchanged.

## The secular factor as an exponential

Let a scalar function f satisfy f′ = c f with c continuous. Then

d/dt [f(t) exp(−∫₀ᵗ c)] = (c f − f c) exp(−∫₀ᵗ c) = 0,

so the bracket keeps its initial value f(0), and f(t) = f(0) exp(∫₀ᵗ c). The proof follows the same route: `hg` is the vanishing derivative, and `is_const_of_deriv_eq_zero` turns it into a constant.

```lean
/-- A scalar amplitude with `f' = c f` and continuous rate `c` is
`f(t) = f(0) exp (∫₀ᵗ c)`. -/
theorem amplitude_eq_exp {f c : ℝ → ℂ} (hc : Continuous c)
    (hf : ∀ t, HasDerivAt f (c t * f t) t) (t : ℝ) :
    f t = f 0 * Complex.exp (∫ s in (0 : ℝ)..t, c s) := by
  -- dividing out the exponential leaves a constant
  have hg : ∀ s, HasDerivAt (fun u => f u * Complex.exp (-∫ x in (0 : ℝ)..u, c x)) 0 s := by
    intro s
    have hS := (hc.integral_hasStrictDerivAt 0 s).hasDerivAt
    refine ((hf s).fun_mul hS.fun_neg.cexp).congr_deriv ?_
    ring
  have h := is_const_of_deriv_eq_zero (fun s => (hg s).differentiableAt)
    (fun s => (hg s).deriv) t 0
  simp only [intervalIntegral.integral_same, neg_zero, Complex.exp_zero, mul_one] at h
  rw [← h, mul_assoc, ← Complex.exp_add, neg_add_cancel, Complex.exp_zero, mul_one]
```

With f = a and c = −iε this becomes

ψ(t) = a(0) exp(−i ∫₀ᵗ ε) χ(t).

Continuity of ε is a hypothesis. It stands for a secular energy that varies without abrupt changes, and it holds, for example, when E is finite-dimensional and H depends continuously on t.

```lean
/-- For a nonvanishing overlap `a` and continuous secular energy `ε`, the wavefunction factorizes as
`ψ(t) = a(0) exp (-i ∫₀ᵗ ε) χ(t)`. -/
theorem secular_factorization {H : ℝ → E →ₗ[ℂ] E} {φ : E} {ψ : ℝ → E}
    (hψ : SolvesSchrodinger H ψ) (ha : ∀ t, overlap φ ψ t ≠ 0)
    (hε : Continuous (secularEnergy H φ (regularPart φ ψ))) (t : ℝ) :
    ψ t = (overlap φ ψ 0 * Complex.exp
      (-I * ∫ s in (0 : ℝ)..t, secularEnergy H φ (regularPart φ ψ) s)) •
        regularPart φ ψ t := by
  have h := amplitude_eq_exp (c := fun s => -I * secularEnergy H φ (regularPart φ ψ) s)
    (continuous_const.mul hε)
    (fun s => ((secular_separation hψ ha).2.2 s).congr_deriv (mul_assoc _ _ _).symm) t
  rw [intervalIntegral.integral_const_mul] at h
  rw [← h, regularPart, smul_smul, mul_inv_cancel₀ (ha t), one_smul]
```

The real part of ε turns the phase of a, and the imaginary part changes its modulus. In response calculations for a Hamiltonian that is linear and defined on the whole space, this factor can be split off exactly before χ is approximated, as long as the overlap stays nonzero and ε is continuous. An approximate χ then gives an approximate ε, whose error can accumulate in the exponent.

## Where the norm goes

For Hermitian H, expressed by `IsSymmetric`, the two contributions to the derivative of the squared norm cancel:

d/dt ⟨ψ,ψ⟩ = i⟨Hψ,ψ⟩ − i⟨ψ,Hψ⟩ = 0.

```lean
/-- A Hermitian Hamiltonian conserves the norm of the wavefunction. -/
theorem norm_conserved {H : ℝ → E →ₗ[ℂ] E} {ψ : ℝ → E}
    (hψ : SolvesSchrodinger H ψ) (hH : ∀ t, (H t).IsSymmetric) (t : ℝ) :
    ‖ψ t‖ = ‖ψ 0‖ := by
  have hd : ∀ s, HasDerivAt (fun u => (inner ℂ (ψ u) (ψ u) : ℂ)) 0 s := by
    intro s
    refine ((hψ s).inner ℂ (hψ s)).congr_deriv ?_
    rw [inner_smul_right, inner_smul_left, hH s (ψ s) (ψ s), map_neg, Complex.conj_I]
    ring
  have h := is_const_of_deriv_eq_zero (fun s => (hd s).differentiableAt)
    (fun s => (hd s).deriv) t 0
  simp only [inner_self_eq_norm_sq_to_K] at h
  have h2 : ‖ψ t‖ ^ 2 = ‖ψ 0‖ ^ 2 := by exact_mod_cast h
  exact (sq_eq_sq₀ (norm_nonneg _) (norm_nonneg _)).mp h2
```

Now take norms in the factorization. Since |exp(−iz)| = exp(Im z),

‖ψ(t)‖ = |a(0)| exp(Im ∫₀ᵗ ε) ‖χ(t)‖.

The left side equals ‖ψ(0)‖ = |a(0)| ‖χ(0)‖. Cancelling |a(0)|, which is nonzero, leaves

‖χ(t)‖ = ‖χ(0)‖ exp(−Im ∫₀ᵗ ε).

So χ is not normalised in general, and the imaginary part of the secular energy accounts for the change.

```lean
/-- For a Hermitian Hamiltonian, a nonvanishing overlap and continuous secular energy `ε`, the norm
of the regular part is `‖χ(t)‖ = ‖χ(0)‖ exp (-Im ∫₀ᵗ ε)`. -/
theorem norm_regularPart {H : ℝ → E →ₗ[ℂ] E} {φ : E} {ψ : ℝ → E}
    (hψ : SolvesSchrodinger H ψ) (hH : ∀ t, (H t).IsSymmetric)
    (ha : ∀ t, overlap φ ψ t ≠ 0)
    (hε : Continuous (secularEnergy H φ (regularPart φ ψ))) (t : ℝ) :
    ‖regularPart φ ψ t‖ = ‖regularPart φ ψ 0‖ *
      Real.exp (-(∫ s in (0 : ℝ)..t, secularEnergy H φ (regularPart φ ψ) s).im) := by
  have h1 := congrArg norm (secular_factorization hψ ha hε t)
  have hre : ∀ z : ℂ, (-I * z).re = z.im := fun z => by simp
  rw [norm_smul, norm_mul, Complex.norm_exp, hre] at h1
  have h0 : ‖regularPart φ ψ 0‖ = ‖overlap φ ψ 0‖⁻¹ * ‖ψ 0‖ := by
    rw [regularPart, norm_smul, norm_inv]
  have hne : ‖overlap φ ψ 0‖ ≠ 0 := norm_ne_zero_iff.mpr (ha 0)
  rw [h0, ← norm_conserved hψ hH t, h1, Real.exp_neg]
  field_simp
```

## Returning from the regular equation

Conversely, let χ solve the regular equation with continuous ε and ⟨φ,χ(0)⟩ = 1. Put θ(t) = exp(−i ∫₀ᵗ ε). Then

i (θχ)′ = εθχ + θ(Hχ − εχ) = H(θχ),

so θχ solves the Schrödinger equation. To see that its regular part is χ again, the unit overlap must persist. The defect u = ⟨φ,χ⟩ − 1 satisfies

u′ = −i(ε − ε⟨φ,χ⟩) = i εu, with u(0) = 0,

and the exponential formula gives u = 0 at all times. The overlap of θχ with φ is then θ, and dividing by it returns χ. In the proof, `hu` is the equation for the defect.

```lean
/-- Converse: a solution `χ` of the regular equation with `⟨φ, χ(0)⟩ = 1` and continuous
secular energy gives the Schrödinger solution `exp (-i ∫₀ᵗ ε) χ(t)`, whose regular part is `χ`. -/
theorem schrodinger_of_regular {H : ℝ → E →ₗ[ℂ] E} {φ : E} {χ : ℝ → E}
    (hχ : SolvesRegular H φ χ) (hε : Continuous (secularEnergy H φ χ))
    (h0 : inner ℂ φ (χ 0) = 1) :
    SolvesSchrodinger H
      (fun t => Complex.exp (-I * ∫ s in (0 : ℝ)..t, secularEnergy H φ χ s) • χ t) ∧
    regularPart φ
      (fun t => Complex.exp (-I * ∫ s in (0 : ℝ)..t, secularEnergy H φ χ s) • χ t) = χ := by
  constructor
  · intro t
    have hS := (hε.integral_hasStrictDerivAt 0 t).hasDerivAt
    refine ((hS.const_mul (-I)).cexp.smul (hχ t)).congr_deriv ?_
    rw [map_smul]
    module
  · -- the defect `⟨φ, χ⟩ - 1` obeys a homogeneous linear equation and starts at zero
    have hu : ∀ t, HasDerivAt (fun s => overlap φ χ s - 1)
        (I * secularEnergy H φ χ t * (overlap φ χ t - 1)) t := by
      intro t
      refine ((hasDerivAt_overlap φ (hχ t)).sub_const 1).congr_deriv ?_
      simp only [inner_smul_right, inner_sub_right, secularEnergy, overlap]
      ring
    funext t
    have h := amplitude_eq_exp (continuous_const.mul hε) hu t
    have h1 : inner ℂ φ (χ t) = 1 := by
      simp only [overlap, h0, sub_self, zero_mul] at h
      exact sub_eq_zero.mp h
    simp only [regularPart, overlap, inner_smul_right, h1, mul_one]
    rw [smul_smul, inv_mul_cancel₀ (Complex.exp_ne_zero _), one_smul]
```

## A two-level system that meets the hypotheses

If a constant Hamiltonian K exchanges two vectors, Ku = v and Kv = u, consider the oscillation

ψ(t) = cos t u − i sin t v.

```lean
/-- The oscillation `cos t u - i sin t v` between two vectors. -/
def rabi (u v : E) (t : ℝ) : E := (Real.cos t : ℂ) • u + (-I * (Real.sin t : ℂ)) • v
```

Its derivative is

ψ′ = −sin t u − i cos t v = −i(cos t v − i sin t u) = −i Kψ.

```lean
/-- If a constant Hamiltonian exchanges `u` and `v`, the oscillation between them solves the
Schrödinger equation. -/
theorem rabi_solves {K : E →ₗ[ℂ] E} {u v : E} (hu : K u = v) (hv : K v = u) :
    SolvesSchrodinger (fun _ => K) (rabi u v) := by
  intro t
  have h1 := (Real.hasDerivAt_cos t).ofReal_comp.smul_const u
  have h2 := ((Real.hasDerivAt_sin t).ofReal_comp.const_mul (-I)).smul_const v
  refine (h1.fun_add h2).congr_deriv ?_
  simp only [rabi, map_add, map_smul, hu, hv, smul_add, smul_smul, Complex.ofReal_neg]
  have hI : -I * (-I * (Real.sin t : ℂ)) = -(Real.sin t : ℂ) := by
    linear_combination (Real.sin t : ℂ) * Complex.I_mul_I
  rw [hI, add_comm]
```

For a two-level system, take K to be the spin flip that swaps the two components, with unit coupling:

K(x₀, x₁) = (x₁, x₀).

```lean
/-- The two-level Hamiltonian that exchanges the two components. -/
def spinFlip : EuclideanSpace ℂ (Fin 2) →ₗ[ℂ] EuclideanSpace ℂ (Fin 2) where
  toFun x := !₂[x 1, x 0]
  map_add' x y := by ext i; fin_cases i <;> simp
  map_smul' c x := by ext i; fin_cases i <;> simp
```

The reference vector is φ = (2, 1), which has length √5. Its normalised form is (2, 1)/√5.

```lean
/-- The two-level reference vector `(2, 1)`. -/
def refVector : EuclideanSpace ℂ (Fin 2) := !₂[2, 1]
```

The state starts in (1, 0):

ψ(t) = (cos t, −i sin t).

```lean
/-- The two-level oscillation `cos t (1, 0) - i sin t (0, 1)`. -/
def flipState : ℝ → EuclideanSpace ℂ (Fin 2) := rabi !₂[1, 0] !₂[0, 1]
```

The overlap and the secular energy are

a(t) = 2 cos t − i sin t,

ε(t) = (cos t − 2i sin t) / (2 cos t − i sin t).

A zero of a would require cos t = sin t = 0, contradicting cos² t + sin² t = 1. Hence ε is a quotient of continuous functions with a nonvanishing denominator. With the normalised reference vector, the overlap is a/√5 and ε is unchanged; the probability |a|²/5 = (1 + 3cos² t)/5 moves between 1/5 and 4/5, so the factor carries modulus as well as phase.

The theorem collects the Schrödinger equation, Hermiticity, the nonvanishing overlap and the continuity of ε.

```lean
/-- The spin-flip Hamiltonian, the oscillation starting in `(1, 0)` and the reference vector
`(2, 1)` meet all hypotheses of the separation, factorization and norm theorems. -/
theorem secular_separation_witness :
    SolvesSchrodinger (fun _ => spinFlip) flipState ∧
    spinFlip.IsSymmetric ∧
    (∀ t, overlap refVector flipState t ≠ 0) ∧
    Continuous (secularEnergy (fun _ => spinFlip) refVector
      (regularPart refVector flipState)) := by
  have hu : spinFlip !₂[1, 0] = !₂[0, 1] := by
    ext i; fin_cases i <;> simp [spinFlip]
  have hv : spinFlip !₂[0, 1] = !₂[1, 0] := by
    ext i; fin_cases i <;> simp [spinFlip]
  have hs : SolvesSchrodinger (fun _ => spinFlip) flipState := rabi_solves hu hv
  have e0 : inner ℂ refVector !₂[1, 0] = 2 := by
    simp [refVector, PiLp.inner_apply, Fin.sum_univ_two]
    exact Complex.conj_eq_iff_im.mpr (by simp)
  have e1 : inner ℂ refVector !₂[0, 1] = 1 := by
    simp [refVector, PiLp.inner_apply, Fin.sum_univ_two]
  have hne : ∀ t, overlap refVector flipState t ≠ 0 := by
    intro t h
    simp only [overlap, flipState, rabi, inner_add_right, inner_smul_right, e0, e1] at h
    -- real and imaginary parts would force `cos t = sin t = 0`
    have h1 := congrArg Complex.re h
    have h2 := congrArg Complex.im h
    simp at h1 h2
    have h3 := Real.sin_sq_add_cos_sq t
    rw [Complex.cos_ofReal_re] at h1
    rw [Complex.sin_ofReal_re] at h2
    rw [h1, h2] at h3
    norm_num at h3
  refine ⟨hs, fun x y => ?_, hne, ?_⟩
  · simp [spinFlip, PiLp.inner_apply, Fin.sum_univ_two]
    ring
  · have hc : Continuous (overlap refVector flipState) :=
      continuous_iff_continuousAt.mpr fun t => (hasDerivAt_overlap _ (hs t)).continuousAt
    have he : secularEnergy (fun _ => spinFlip) refVector
        (regularPart refVector flipState) = fun t =>
        (overlap refVector flipState t)⁻¹ *
          ((Real.cos t : ℂ) * 1 + -I * (Real.sin t : ℂ) * 2) := by
      funext t
      simp only [secularEnergy, regularPart, map_smul, inner_smul_right]
      congr 1
      simp only [flipState, rabi, map_add, map_smul, hu, hv, inner_add_right,
        inner_smul_right, e0, e1]
    rw [he]
    exact (hc.inv₀ hne).mul (by fun_prop)

end

end SecularSeparation
```

```lean
#print axioms SecularSeparation.norm_regularPart
#print axioms SecularSeparation.schrodinger_of_regular
```

```
'SecularSeparation.norm_regularPart' depends on axioms: [propext, Classical.choice, Quot.sound]
'SecularSeparation.schrodinger_of_regular' depends on axioms: [propext, Classical.choice, Quot.sound]
```

## A vanishing overlap and a moving reference

Keep the same oscillation but choose φ = (1, 0). The overlap is now cos t, which vanishes at t = π/2, and the regular part is

χ(t) = (1, −i tan t).

It diverges there, although ψ stays normalised. The separation then works only on time intervals between zeros of the overlap.

The same differentiation also handles a differentiable reference vector φ(t). The derivative of the overlap gains the term ⟨φ′,ψ⟩, and ε is replaced in both equations by

η = ⟨φ, Hχ⟩ + i⟨φ′, χ⟩,

so that i a′ = ηa and i χ′ = Hχ − ηχ. This extension rests on the product rule as just described; the theorems above keep φ fixed.
